# A Circuit That Prepares a Purification Yields a Block Encoding of the Reduced Density Matrix

A quantum computer often holds a mixed state ρ only indirectly: a circuit U prepares a pure state ψ on a larger register, and ρ is what remains when the ancilla is ignored. Suppose that one wants to apply ρ as an operator to another state, or to apply a polynomial in ρ. A density matrix in dimension two or more is never unitary, so ρ cannot itself be a gate there, but it can be a block of one. Two uses of U (one of them inverted) and a swap suffice to build that larger unitary.

In electronic structure, ρ could be the state of an orbital fragment held in its own finite qubit register, with U an ideal, noise-free preparation circuit. That fragment state is the partial trace over all the other qubits; it is not the one-particle reduced density matrix.

## The purification, the attached state and the swap

The ancilla space is C^a and the system space is C^d. In the code, `a` and `d` are finite sets that label their basis states.

In Lean 4 with Mathlib:

```lean
import Mathlib

open Matrix
open scoped Kronecker

namespace PurificationBlockEncoding

noncomputable section

variable {a d : Type*} [Fintype a] [DecidableEq a] [Fintype d] [DecidableEq d]
```

Write ψ(k,i) for the amplitude of ancilla state k and system state i, and a bar for complex conjugation. Tracing out the ancilla gives

ρ_ij = Σ_k ψ(k,i) ψ̄(k,j).

```lean
/-- The reduced density matrix on `C^d` of a vector `ψ` in `C^a ⊗ C^d`. -/
def reducedDensity (ψ : a × d → ℂ) : Matrix d d ℂ :=
  Matrix.of fun i j => ∑ k, ψ (k, i) * star (ψ (k, j))
```

The definition accepts any vector ψ. Normalisation enters later, as a hypothesis of the theorems that need it.

Now add a second copy of C^d, carrying the state x on which ρ is to act. The map V x = ψ ⊗ x has matrix elements

V_((k,i),j),x = ψ(k,i) δ_jx.

```lean
/-- The map `V x = ψ ⊗ x`, which adjoins the state `ψ` to a system register. -/
def attachState (ψ : a × d → ℂ) : Matrix ((a × d) × d) d ℂ :=
  Matrix.of fun p x => if p.2 = x then ψ p.1 else 0
```

The row index `p` is the triple ((k,i),j), so `p.1` is the purification register and `p.2` the added system. V is rectangular, with one column for each basis state of C^d.

The swap S exchanges i and j and leaves k alone. Its entry between p = ((k,i),j) and q is 1 when q = ((k,j),i), and 0 otherwise.

```lean
/-- The operator on `(C^a ⊗ C^d) ⊗ C^d` that swaps the two `C^d` factors. -/
def swapOp (a d : Type*) [DecidableEq a] [DecidableEq d] :
    Matrix ((a × d) × d) ((a × d) × d) ℂ :=
  Matrix.of fun p q => if q = ((p.1.1, p.2), p.1.2) then 1 else 0
```

The circuit prepares, swaps and unprepares. With * for the conjugate transpose (`ᴴ` in the code),

C = (U ⊗ 1)* S (U ⊗ 1).

```lean
/-- The circuit that applies `U` to the purification register, swaps the two `C^d` factors, and
applies `U*`, which undoes `U` when `U` is unitary. -/
def circuit (U : Matrix (a × d) (a × d) ℂ) : Matrix ((a × d) × d) ((a × d) × d) ℂ :=
  (U ⊗ₖ (1 : Matrix d d ℂ))ᴴ * (swapOp a d * (U ⊗ₖ (1 : Matrix d d ℂ)))
```

For polynomials in ρ, the swap is followed by 2VV* − 1, which for normalised ψ is the reflection about the range of V:

W = (2VV* − 1) S.

```lean
/-- The walk operator `(2 V V* - 1) S`: a swap followed by a reflection about the range
of `V`, for normalised `ψ`. -/
def walk (ψ : a × d → ℂ) : Matrix ((a × d) × d) ((a × d) × d) ℂ :=
  ((2 : ℂ) • (attachState ψ * (attachState ψ)ᴴ) - 1) * swapOp a d
```

## The swap is Hermitian and squares to one

Each row of S contains a single 1, so multiplying a matrix M by S just relabels its rows:

(S M)_((k,i),j),x = M_((k,j),i),x.

```lean
/-- The swap acts on amplitudes by exchanging the two `C^d` indices. -/
theorem swapOp_mul_apply {m : Type*} (M : Matrix ((a × d) × d) m ℂ)
    (p : (a × d) × d) (x : m) :
    (swapOp a d * M) p x = M ((p.1.1, p.2), p.1.2) x := by
  simp [swapOp, Matrix.mul_apply]
```

The entries of S are real, and the relation "q is p with i and j exchanged" is symmetric in p and q. Hence S* = S. Exchanging twice restores the original index, so S² = 1.

```lean
/-- The swap is Hermitian and squares to the identity. -/
theorem swapOp_hermitian_involution :
    (swapOp a d)ᴴ = swapOp a d ∧ swapOp a d * swapOp a d = 1 := by
  constructor
  · ext ⟨⟨k, i⟩, j⟩ ⟨⟨k', i'⟩, j'⟩
    simp only [conjTranspose_apply, swapOp, Matrix.of_apply, Prod.mk.injEq,
      apply_ite star, star_one, star_zero]
    refine if_congr ?_ rfl rfl
    constructor <;> rintro ⟨⟨rfl, rfl⟩, rfl⟩ <;> simp
  · ext p q
    rw [swapOp_mul_apply]
    obtain ⟨⟨k, i⟩, j⟩ := p
    simp only [swapOp, Matrix.of_apply, Matrix.one_apply]
    exact if_congr eq_comm rfl rfl
```

The first half of the proof compares entries and checks that symmetry in both directions. The second half applies the relabelling rule to S itself.

## Attaching a normalised state preserves inner products

Summing over all indices of the large space,

(V*V)_xy = Σ_(k,i) |ψ(k,i)|² Σ_j δ_jx δ_jy = δ_xy Σ_(k,i) |ψ(k,i)|².

For a unit vector this is δ_xy, so V*V = 1.

```lean
omit [DecidableEq a] in
/-- Adjoining a normalised state is an isometry: `V* V = 1`. -/
theorem attachState_isometry (ψ : a × d → ℂ) (hψ : star ψ ⬝ᵥ ψ = 1) :
    (attachState ψ)ᴴ * attachState ψ = 1 := by
  ext x y
  rw [Matrix.mul_apply, Fintype.sum_prod_type]
  by_cases h : x = y
  · subst h
    rw [Matrix.one_apply_eq, ← hψ, dotProduct]
    refine Finset.sum_congr rfl fun p _ => ?_
    rw [Finset.sum_eq_single x] <;> simp +contextual [attachState]
  · rw [Matrix.one_apply_ne h]
    refine Finset.sum_eq_zero fun p _ => Finset.sum_eq_zero fun j _ => ?_
    by_cases hj : j = x
    · subst hj
      simp [attachState, h]
    · simp [attachState, hj]
```

The hypothesis `star ψ ⬝ᵥ ψ = 1` is the normalisation ⟨ψ|ψ⟩ = 1. The proof separates x = y, where the sum over j collapses and leaves the norm, from x ≠ y, where every term vanishes.

## Compressing the swap gives ρ

Place S between V* and V and use the relabelling rule:

(V*SV)_xy = Σ_k Σ_i Σ_j ψ̄(k,i) δ_jx ψ(k,j) δ_iy
= Σ_k ψ(k,x) ψ̄(k,y)
= ρ_xy.

The deltas set i = y and j = x. The swap has moved the incoming state into the purification and the purification's system part out, and the ancilla sum performs the partial trace.

```lean
/-- The swap compressed by `V` is the reduced density matrix: `V* S V = ρ`. -/
theorem compressed_swap (ψ : a × d → ℂ) :
    (attachState ψ)ᴴ * (swapOp a d * attachState ψ) = reducedDensity ψ := by
  ext x y
  rw [Matrix.mul_apply]
  simp only [swapOp_mul_apply, conjTranspose_apply, attachState, reducedDensity,
    Matrix.of_apply, Fintype.sum_prod_type]
  refine Finset.sum_congr rfl fun k _ => ?_
  -- the Kronecker deltas select one index in each `C^d` factor
  rw [Finset.sum_eq_single y, Finset.sum_eq_single x]
  · simp [mul_comm]
  all_goals simp +contextual
```

The two uses of `Finset.sum_eq_single` carry out these selections, first i = y and then j = x. No normalisation is needed: the identity holds for every ψ.

## The block of the circuit

Suppose that U is unitary and sends the basis state e to ψ, so that column e of U is ψ. Since S* = S, taking the adjoint of C gives C back. Also,

C² = (U ⊗ 1)* S (U ⊗ 1)(U ⊗ 1)* S (U ⊗ 1)
= (U ⊗ 1)* S² (U ⊗ 1)
= 1.

Thus C is Hermitian and CC* = C² = 1, which makes it unitary. The columns of U ⊗ 1 that start from e are

(U ⊗ 1)_((k,i),j),(e,x) = U_(k,i),e δ_jx = ψ(k,i) δ_jx = V_((k,i),j),x.

Restricting C to the purification register in state e, on input and on output, therefore gives

C_(e,x),(e,y) = (V*SV)_xy = ρ_xy.

```lean
/-- If a unitary `U` prepares `ψ` from the basis state `e`, the purification circuit is
unitary and Hermitian, and its block at `e` is the reduced density matrix of `ψ`. -/
theorem purification_block_encoding (ψ : a × d → ℂ) (U : Matrix (a × d) (a × d) ℂ)
    (hU : U ∈ Matrix.unitaryGroup (a × d) ℂ) (e : a × d) (hprep : ∀ p, U p e = ψ p) :
    circuit U ∈ Matrix.unitaryGroup ((a × d) × d) ℂ ∧ (circuit U).IsHermitian ∧
      (circuit U).submatrix (fun x => (e, x)) (fun x => (e, x)) = reducedDensity ψ := by
  obtain ⟨hS, hSS⟩ := swapOp_hermitian_involution (a := a) (d := d)
  have hUU : Uᴴ * U = 1 := Matrix.mem_unitaryGroup_iff'.1 hU
  have hK : (U ⊗ₖ (1 : Matrix d d ℂ))ᴴ * (U ⊗ₖ (1 : Matrix d d ℂ)) = 1 := by
    rw [conjTranspose_kronecker, ← mul_kronecker_mul, hUU, conjTranspose_one,
      Matrix.one_mul, one_kronecker_one]
  have hK' : (U ⊗ₖ (1 : Matrix d d ℂ)) * (U ⊗ₖ (1 : Matrix d d ℂ))ᴴ = 1 :=
    mul_eq_one_comm.1 hK
  have hH : (circuit U)ᴴ = circuit U := by
    simp only [circuit, conjTranspose_mul, conjTranspose_conjTranspose, hS, Matrix.mul_assoc]
  have hsq : circuit U * circuit U = 1 := by
    calc circuit U * circuit U
        = (U ⊗ₖ (1 : Matrix d d ℂ))ᴴ * (swapOp a d *
          (((U ⊗ₖ (1 : Matrix d d ℂ)) * (U ⊗ₖ (1 : Matrix d d ℂ))ᴴ) *
            (swapOp a d * (U ⊗ₖ (1 : Matrix d d ℂ))))) := by
          simp only [circuit, Matrix.mul_assoc]
      _ = 1 := by
          rw [hK', Matrix.one_mul, ← Matrix.mul_assoc (swapOp a d) (swapOp a d), hSS,
            Matrix.one_mul, hK]
  refine ⟨?_, hH, ?_⟩
  · rw [Matrix.mem_unitaryGroup_iff, Matrix.star_eq_conjTranspose, hH, hsq]
  · -- the columns of `U ⊗ 1` starting from `e` form the isometry `V`
    have hV : attachState ψ =
        (U ⊗ₖ (1 : Matrix d d ℂ)).submatrix id (fun x => (e, x)) := by
      ext p x
      simp [attachState, Matrix.one_apply, hprep]
    rw [← compressed_swap, hV]
    rfl
```

The conclusion has three parts: C lies in the unitary group, C is Hermitian, and its `submatrix` at e equals ρ exactly, with no rescaling factor. The hypothesis `hprep` says that the preparation is exact, including its phase. Finding such a U, compiling it into gates and bounding its errors are separate problems.

In the proof, `hK` and `hK'` are the two unitarity relations for U ⊗ 1, `hH` and `hsq` are the calculations of C* and C², and `hV` identifies V with the selected columns.

## Two steps of the walk

For normalised ψ, the reflection leaves the range of V fixed:

V*(2VV* − 1) = 2(V*V)V* − V* = V*.

Hence V*W = V*S. A second step gives

V*W² = V*S(2VV* − 1)S
= 2(V*SV)V*S − V*S²
= 2ρV*W − V*.

```lean
/-- For normalised `ψ`, one step of the walk obeys `V* W = V* S`, and two steps obey `V* W² = 2 ρ V*
W - V*`. -/
theorem walk_two_steps (ψ : a × d → ℂ) (hψ : star ψ ⬝ᵥ ψ = 1) :
    (attachState ψ)ᴴ * walk ψ = (attachState ψ)ᴴ * swapOp a d ∧
    (attachState ψ)ᴴ * walk ψ * walk ψ =
      (2 : ℂ) • (reducedDensity ψ * ((attachState ψ)ᴴ * walk ψ)) - (attachState ψ)ᴴ := by
  -- the reflection leaves the range of `V` fixed
  have hR : (attachState ψ)ᴴ * ((2 : ℂ) • (attachState ψ * (attachState ψ)ᴴ) - 1)
      = (attachState ψ)ᴴ := by
    rw [Matrix.mul_sub, Matrix.mul_smul, ← Matrix.mul_assoc, attachState_isometry ψ hψ,
      Matrix.one_mul, Matrix.mul_one]
    module
  have h1 : (attachState ψ)ᴴ * walk ψ = (attachState ψ)ᴴ * swapOp a d := by
    rw [walk, ← Matrix.mul_assoc, hR]
  refine ⟨h1, ?_⟩
  rw [h1]
  calc (attachState ψ)ᴴ * swapOp a d * walk ψ
      = (2 : ℂ) • (((attachState ψ)ᴴ * (swapOp a d * attachState ψ)) *
          ((attachState ψ)ᴴ * swapOp a d)) - (attachState ψ)ᴴ * (swapOp a d * swapOp a d) := by
        simp only [walk, Matrix.mul_sub, Matrix.sub_mul, Matrix.mul_smul, Matrix.smul_mul,
          Matrix.mul_assoc, Matrix.one_mul]
    _ = _ := by
        rw [compressed_swap, swapOp_hermitian_involution.2, Matrix.mul_one]
```

Here `hR` is the reflection identity and `h1` the one-step formula. The `calc` block expands the second step, then replaces V*SV by ρ and S² by 1.

## Chebyshev polynomials of the density matrix

Let M_n = V*WⁿV. The first two values are M_0 = V*V = 1 and M_1 = V*SV = ρ. Multiplying the two-step relation on the right by WⁿV gives

M_(n+2) = 2ρM_(n+1) − M_n.

The Chebyshev polynomials satisfy T_0(t) = 1, T_1(t) = t and T_(n+2)(t) = 2t T_(n+1)(t) − T_n(t). The starting values and the recursion agree, so

V*WⁿV = T_n(ρ) for every n ≥ 0.

```lean
/-- For normalised `ψ`, compressing `n` steps of the walk by `V` gives the `n`-th Chebyshev
polynomial of the reduced density matrix: `V* Wⁿ V = Tₙ(ρ)`. -/
theorem walk_chebyshev (ψ : a × d → ℂ) (hψ : star ψ ⬝ᵥ ψ = 1) (n : ℕ) :
    (attachState ψ)ᴴ * walk ψ ^ n * attachState ψ =
      Polynomial.aeval (reducedDensity ψ) (Polynomial.Chebyshev.T ℂ (n : ℤ)) := by
  obtain ⟨h1, h2⟩ := walk_two_steps ψ hψ
  induction n using Nat.twoStepInduction with
  | zero => simp [attachState_isometry ψ hψ]
  | one =>
    rw [pow_one, h1, Matrix.mul_assoc, compressed_swap]
    simp
  | more n ih0 ih1 =>
    have hp2 : walk ψ ^ (n + 2) = walk ψ * walk ψ * walk ψ ^ n := by
      rw [add_comm, pow_add, pow_two]
    have hp1 : walk ψ ^ (n + 1) = walk ψ * walk ψ ^ n := pow_succ' _ _
    -- the compressed powers obey the Chebyshev recursion
    have hrec : (attachState ψ)ᴴ * walk ψ ^ (n + 2) * attachState ψ =
        (2 : ℂ) • (reducedDensity ψ * ((attachState ψ)ᴴ * walk ψ ^ (n + 1) * attachState ψ))
          - (attachState ψ)ᴴ * walk ψ ^ n * attachState ψ := by
      rw [hp2, ← Matrix.mul_assoc, ← Matrix.mul_assoc, h2, hp1]
      simp only [Matrix.sub_mul, Matrix.smul_mul, Matrix.mul_assoc]
    rw [hrec, ih0, ih1]
    push_cast
    rw [Polynomial.Chebyshev.T_add_two]
    simp only [map_sub, map_mul, Polynomial.aeval_X, map_ofNat]
    rw [two_smul]
    noncomm_ring

end

end PurificationBlockEncoding
```

`Polynomial.aeval` evaluates the polynomial at the matrix ρ, with constants multiplying the identity. The induction has two base cases, and `hrec` is the recursion for M_n. The theorem concerns the compressed powers of W. Together with the unitarity of W, which follows from V*V = 1, S* = S and S² = 1, it makes Wⁿ a block encoding of T_n(ρ). The block is the one in which the purification register is in state ψ on input and on output, not in state e as for C.

Linear combinations of the T_n give every polynomial in ρ, so in this finite-dimensional, error-free model the walk supplies the terms for polynomial approximations to functions of a density matrix.

```lean
#print axioms PurificationBlockEncoding.purification_block_encoding
-- 'PurificationBlockEncoding.purification_block_encoding' depends on axioms: [propext, Classical.choice, Quot.sound]
#print axioms PurificationBlockEncoding.walk_chebyshev
-- 'PurificationBlockEncoding.walk_chebyshev' depends on axioms: [propext, Classical.choice, Quot.sound]
```

## An unnormalised state and a non-unitary preparation

Let both C^a and C^d be one-dimensional, and take ψ = 2, which violates normalisation. Then V = 2, S = 1, ρ = 4 and W = 2·4 − 1 = 7. For n = 0 the compressed power is V*V = 4, whereas T_0(ρ) = 1. For n = 1 it is 2·7·2 = 28, whereas T_1(ρ) = 4. The Chebyshev identity fails already at its starting values.

The same numbers show what unitarity of U contributes. With U = 2, column e is still ψ, and the circuit is C = 2·1·2 = 4. It is Hermitian and its block is still ρ = 4, but it is not unitary and so cannot be run as a gate.
